# For a unitary representation of a finite group with scalar commutant, the mean squared commutator is twice the squared norm of the traceless part

## A square and a split doublet

With coordinate axes parallel to its sides, the eight symmetry operations of a square act on the plane by $2\times2$ orthogonal matrices. Take $H=\mathrm{diag}(3,1)$, a doublet whose levels are split by 2. Its traceless part is $\mathrm{diag}(1,-1)$, with squared Frobenius norm 2 (the sum of squared moduli of the entries).

Four of the operations are diagonal and commute with $H$. The other four have entries $\pm1$ off the diagonal and zeros on it, so each commutator with $H$ has two entries $\pm2$ and squared norm 8. The squared commutators sum to 32, their mean is 4, and half the mean is 2. This equals the squared norm of the traceless part.

## The identity and its physical reading

Let $D$ be a unitary representation of a finite group $G$ by complex $n\times n$ matrices, and suppose that only multiples of 1 commute with every $D(g)$. Then for every complex matrix $H$

$$\Big\|H-\frac{\operatorname{tr}H}{n}1\Big\|^2=\frac{1}{2|G|}\sum_{g}\|HD(g)-D(g)H\|^2 .$$

For Hermitian $H$ the left side is the sum of squared deviations of the levels from their mean. In an electronic-structure calculation, $H$ can be the Hamiltonian block in an orthonormal basis of one symmetry multiplet. The identity then relates the spurious splitting of the block's eigenvalues to the block's symmetry error. Couplings to other states can shift the levels of the full calculation further, and the identity does not describe those shifts.

The usual Schur lemma derives the scalar commutant from irreducibility. Here the scalar commutant is assumed, and the result measures how far a matrix that fails to commute is from a scalar.

The assumption matters: if all $D(g)=1$ on the plane, $H=\mathrm{diag}(3,1)$ gives 2 on the left and 0 on the right.

## Derivation by averaging

Take $n>0$; for $n=0$ both sides vanish. Write $\|A\|^2=\operatorname{tr}(A^\dagger A)$ and $U=D(g)$. Expanding $(HU-UH)^\dagger(HU-UH)$ gives

$$U^\dagger H^\dagger HU-U^\dagger H^\dagger UH-H^\dagger U^\dagger HU+H^\dagger H .$$

By cyclicity of the trace,

$$\|HU-UH\|^2=2\|H\|^2-\operatorname{tr}(H^\dagger UHU^\dagger)-\operatorname{tr}(UH^\dagger U^\dagger H).$$

Let $S(H)=\sum_g D(g)HD(g)^\dagger$. Relabelling $g\to kg$ gives $D(k)S(H)D(k)^\dagger=S(H)$, so $S(H)$ commutes with every $D(k)$ and equals $c1$. Taking traces, $cn=|G|\operatorname{tr}H$. The same holds for $H^\dagger$, so each cross term sums to $|G||\operatorname{tr}H|^2/n$, and

$$\sum_g\|HD(g)-D(g)H\|^2=2|G|\left(\|H\|^2-\frac{|\operatorname{tr}H|^2}{n}\right).$$

With $\tau=\operatorname{tr}H/n$,

$$\|H-\tau1\|^2=\|H\|^2-\tau\,\overline{\operatorname{tr}H}-\bar\tau\operatorname{tr}H+n|\tau|^2=\|H\|^2-\frac{|\operatorname{tr}H|^2}{n},$$

which proves the identity.

There is also a converse: if the identity holds for all $H$, a matrix commuting with every $D(g)$ has zero traceless part, so the commutant is scalar. The identity also gives a bound. For a unitary $D$ with scalar commutant, if every commutator of $H$ with $D(g)$, $g\ne1$, has squared norm at most $\varepsilon$, the identity element contributes zero and the left side is at most $(1-1/|G|)\varepsilon/2$.

## The statement in Lean

The homomorphism `D : G →* Matrix (Fin n) (Fin n) ℂ` is the representation, `hU` its unitarity, and `hS : ScalarCommutant D` the commutant condition. `frobSq` is the squared norm, and `tracelessPart H` is $H-\tau1$. `H` need not be Hermitian. Infinite groups, projective representations and antiunitary operations are not covered.

```lean
import Mathlib

open Matrix

namespace QuantitativeSchur

noncomputable section

variable {G : Type*} [Group G] {n : ℕ}

/-- The squared Frobenius norm of a matrix: the sum of the squared moduli of its entries. -/
def frobSq (A : Matrix (Fin n) (Fin n) ℂ) : ℝ := ∑ i, ∑ j, ‖A i j‖ ^ 2

/-- The traceless part `H - (tr H / n) 1` of an operator. -/
def tracelessPart (H : Matrix (Fin n) (Fin n) ℂ) : Matrix (Fin n) (Fin n) ℂ :=
  H - (trace H / (n : ℂ)) • (1 : Matrix (Fin n) (Fin n) ℂ)

/-- Every matrix that commutes with the whole representation is a multiple of the identity. -/
def ScalarCommutant (D : G →* Matrix (Fin n) (Fin n) ℂ) : Prop :=
  ∀ A : Matrix (Fin n) (Fin n) ℂ, (∀ g, A * D g = D g * A) →
    ∃ c : ℂ, A = c • (1 : Matrix (Fin n) (Fin n) ℂ)

/-- The squared Frobenius norm is the trace of `Aᴴ A`. -/
theorem frobSq_eq_trace (A : Matrix (Fin n) (Fin n) ℂ) :
    (frobSq A : ℂ) = trace (Aᴴ * A) := by
  simp only [frobSq, Matrix.trace, Matrix.diag_apply, Matrix.mul_apply,
    Matrix.conjTranspose_apply]
  push_cast
  rw [Finset.sum_comm]
  exact Finset.sum_congr rfl fun i _ => Finset.sum_congr rfl fun j _ =>
    (Complex.conj_mul' _).symm

/-- The squared commutator of `H` with a unitary `U` is twice the squared norm of `H` minus
the overlaps of `H` with its rotated copy. -/
theorem frobSq_commutator (H : Matrix (Fin n) (Fin n) ℂ) {U : Matrix (Fin n) (Fin n) ℂ}
    (hU : Uᴴ * U = 1) :
    (frobSq (H * U - U * H) : ℂ) =
      2 * (frobSq H : ℂ) - trace (Hᴴ * (U * H * Uᴴ)) - trace (U * Hᴴ * Uᴴ * H) := by
  have hU' : U * Uᴴ = 1 := mul_eq_one_comm.mp hU
  have e : (H * U - U * H)ᴴ * (H * U - U * H) = Uᴴ * (Hᴴ * H * U) - Uᴴ * (Hᴴ * U * H)
      - Hᴴ * Uᴴ * H * U + Hᴴ * (Uᴴ * U) * H := by
    rw [conjTranspose_sub, conjTranspose_mul, conjTranspose_mul]
    noncomm_ring
  have a1 : Hᴴ * H * U * Uᴴ = Hᴴ * H := by rw [mul_assoc, hU', mul_one]
  have a2 : Hᴴ * U * H * Uᴴ = Hᴴ * (U * H * Uᴴ) := by simp only [mul_assoc]
  have a3 : U * (Hᴴ * Uᴴ * H) = U * Hᴴ * Uᴴ * H := by simp only [mul_assoc]
  -- the unitaries cancel in the first term by cyclicity of the trace, in the last directly
  rw [frobSq_eq_trace, frobSq_eq_trace, e, hU, trace_add, trace_sub, trace_sub,
    trace_mul_comm Uᴴ (Hᴴ * H * U), trace_mul_comm Uᴴ (Hᴴ * U * H),
    trace_mul_comm (Hᴴ * Uᴴ * H) U, a1, a2, a3, mul_one]
  ring

/-- Removing the trace lowers the squared norm of `H` by `|tr H|² / n`. -/
theorem frobSq_tracelessPart (H : Matrix (Fin n) (Fin n) ℂ) :
    frobSq (tracelessPart H) = frobSq H - ‖trace H‖ ^ 2 / n := by
  rcases Nat.eq_zero_or_pos n with h0 | hn
  · subst h0
    simp [frobSq, Matrix.trace]
  have hn' : (n : ℂ) ≠ 0 := Nat.cast_ne_zero.mpr hn.ne'
  have hz : (‖trace H‖ : ℂ) ^ 2 = star (trace H) * trace H := (Complex.conj_mul' _).symm
  have hs : star (trace H / (n : ℂ)) = star (trace H) / (n : ℂ) := by simp
  apply Complex.ofReal_injective
  push_cast
  rw [hz, frobSq_eq_trace, frobSq_eq_trace, tracelessPart]
  simp only [conjTranspose_sub, conjTranspose_smul, conjTranspose_one, sub_mul, mul_sub,
    Matrix.smul_mul, Matrix.mul_smul, one_mul, mul_one, trace_sub, trace_smul, trace_one,
    trace_conjTranspose, smul_eq_mul, Fintype.card_fin, hs]
  field_simp
  ring

/-- With a scalar commutant, the rotated copies of `H` add up to `|G| tr H / n` times the
identity. -/
theorem sum_conj_eq_scalar [Fintype G] {D : G →* Matrix (Fin n) (Fin n) ℂ}
    (hU : ∀ g, (D g)ᴴ * D g = 1) (hS : ScalarCommutant D) (H : Matrix (Fin n) (Fin n) ℂ) :
    ∑ g, D g * H * (D g)ᴴ =
      ((Fintype.card G : ℂ) * trace H / n) • (1 : Matrix (Fin n) (Fin n) ℂ) := by
  rcases Nat.eq_zero_or_pos n with h0 | hn
  · subst h0
    exact Subsingleton.elim _ _
  have hn' : (n : ℂ) ≠ 0 := Nat.cast_ne_zero.mpr hn.ne'
  -- relabelling the group elements shows that the sum commutes with every `D k`
  obtain ⟨c, hc⟩ := hS (∑ g, D g * H * (D g)ᴴ) (by
    intro k
    rw [Finset.sum_mul, Finset.mul_sum]
    refine (Equiv.sum_comp (Equiv.mulLeft k)
      (fun g => D g * H * (D g)ᴴ * D k)).symm.trans ?_
    refine Finset.sum_congr rfl fun g _ => ?_
    simp only [Equiv.coe_mulLeft, map_mul, conjTranspose_mul]
    calc _ = D k * D g * H * (D g)ᴴ * ((D k)ᴴ * D k) := by simp only [mul_assoc]
      _ = _ := by rw [hU, mul_one]; simp only [mul_assoc])
  -- the trace fixes the scalar
  have h1 : ∀ g, trace (D g * H * (D g)ᴴ) = trace H := fun g => by
    rw [trace_mul_comm, ← mul_assoc, hU, one_mul]
  have ht : trace (∑ g, D g * H * (D g)ᴴ) = (Fintype.card G : ℂ) * trace H := by
    rw [trace_sum, Finset.sum_congr rfl fun g _ => h1 g]
    simp
  rw [hc, trace_smul, trace_one, Fintype.card_fin, smul_eq_mul] at ht
  rw [hc, eq_div_of_mul_eq hn' ht]

/-- Quantitative Schur lemma: for a unitary representation of a finite group with scalar commutant,
the squared distance of `H` from `(tr H / n) 1` is half the group average of its squared commutators
with the representation. -/
theorem quantitative_schur [Fintype G] {D : G →* Matrix (Fin n) (Fin n) ℂ}
    (hU : ∀ g, (D g)ᴴ * D g = 1) (hS : ScalarCommutant D) (H : Matrix (Fin n) (Fin n) ℂ) :
    frobSq (tracelessPart H) =
      1 / (2 * (Fintype.card G : ℝ)) * ∑ g, frobSq (H * D g - D g * H) := by
  have hG : (Fintype.card G : ℝ) ≠ 0 := Nat.cast_ne_zero.mpr Fintype.card_ne_zero
  have hz : (‖trace H‖ : ℂ) ^ 2 = star (trace H) * trace H := (Complex.conj_mul' _).symm
  -- the two overlap terms, summed over the group
  have h1 : ∑ g, trace (Hᴴ * (D g * H * (D g)ᴴ)) =
      (Fintype.card G : ℂ) * trace H / n * star (trace H) := by
    rw [← trace_sum, ← Finset.mul_sum, sum_conj_eq_scalar hU hS, Matrix.mul_smul, mul_one,
      trace_smul, smul_eq_mul, trace_conjTranspose]
  have h2 : ∑ g, trace (D g * Hᴴ * (D g)ᴴ * H) =
      (Fintype.card G : ℂ) * star (trace H) / n * trace H := by
    rw [← trace_sum, ← Finset.sum_mul, sum_conj_eq_scalar hU hS, Matrix.smul_mul, one_mul,
      trace_smul, smul_eq_mul, trace_conjTranspose]
  have hs : ∑ g, frobSq (H * D g - D g * H) =
      2 * (Fintype.card G : ℝ) * frobSq (tracelessPart H) := by
    rw [frobSq_tracelessPart]
    apply Complex.ofReal_injective
    push_cast
    rw [Finset.sum_congr rfl fun g _ => frobSq_commutator H (hU g), Finset.sum_sub_distrib,
      Finset.sum_sub_distrib, h1, h2, hz, Finset.sum_const, Finset.card_univ, nsmul_eq_mul]
    ring
  rw [hs]
  field_simp

/-- Converse: if the commutator identity holds for every `H`, the commutant is scalar. -/
theorem scalarCommutant_of_identity [Fintype G] {D : G →* Matrix (Fin n) (Fin n) ℂ}
    (h : ∀ H, frobSq (tracelessPart H) =
      1 / (2 * (Fintype.card G : ℝ)) * ∑ g, frobSq (H * D g - D g * H)) :
    ScalarCommutant D := by
  intro A hA
  have h0 : frobSq (tracelessPart A) = 0 := by
    rw [h A]
    simp [hA, frobSq]
  refine ⟨trace A / n, sub_eq_zero.mp ?_⟩
  change tracelessPart A = 0
  -- a sum of squares vanishes only if every entry does
  ext i j
  have hi := (Finset.sum_eq_zero_iff_of_nonneg (fun i _ => by positivity)).mp h0 i
    (Finset.mem_univ i)
  have hj := (Finset.sum_eq_zero_iff_of_nonneg (fun j _ => by positivity)).mp hi j
    (Finset.mem_univ j)
  simpa using hj

/-- For a unitary representation of a finite group with scalar commutant: if the squared commutators
of `H` with all non-identity operations are at most `ε`, the squared norm of its traceless part is
at most `(1 - 1/|G|) ε / 2`. -/
theorem approximate_symmetry [Fintype G] {D : G →* Matrix (Fin n) (Fin n) ℂ}
    (hU : ∀ g, (D g)ᴴ * D g = 1) (hS : ScalarCommutant D) (H : Matrix (Fin n) (Fin n) ℂ)
    {ε : ℝ} (hε : ∀ g, g ≠ 1 → frobSq (H * D g - D g * H) ≤ ε) :
    frobSq (tracelessPart H) ≤ (1 - 1 / (Fintype.card G : ℝ)) * ε / 2 := by
  classical
  have hG : (Fintype.card G : ℝ) ≠ 0 := Nat.cast_ne_zero.mpr Fintype.card_ne_zero
  -- the identity operation contributes nothing
  have hsum : ∑ g, frobSq (H * D g - D g * H) ≤ (Fintype.card G : ℝ) * ε - ε := by
    calc _ ≤ ∑ g : G, (ε - if g = 1 then ε else 0) := by
          refine Finset.sum_le_sum fun g _ => ?_
          by_cases hg : g = 1
          · simp [hg, frobSq]
          · simpa [hg] using hε g hg
      _ = _ := by simp [Finset.sum_sub_distrib]
  rw [quantitative_schur hU hS H]
  calc _ ≤ 1 / (2 * (Fintype.card G : ℝ)) * ((Fintype.card G : ℝ) * ε - ε) :=
        mul_le_mul_of_nonneg_left hsum (by positivity)
    _ = _ := by field_simp

/-- The cosine of `i` quarter turns. -/
def quarterCos (i : ZMod 4) : ℤ := if i = 0 then 1 else if i = 2 then -1 else 0

/-- The symmetry operations of a square as integer matrices acting on the plane. -/
def squareMat : DihedralGroup 4 → Matrix (Fin 2) (Fin 2) ℤ
  | .r i => !![quarterCos i, -quarterCos (i - 1); quarterCos (i - 1), quarterCos i]
  | .sr i => !![quarterCos i, -quarterCos (i - 1); -quarterCos (i - 1), -quarterCos i]

/-- The representation of the symmetry group of a square by the matrices `squareMat`, read as
complex matrices. -/
def squareRep : DihedralGroup 4 →* Matrix (Fin 2) (Fin 2) ℂ where
  toFun g := (Int.castRingHom ℂ).mapMatrix (squareMat g)
  map_one' := by
    have h : squareMat 1 = 1 := by decide +kernel
    rw [h, map_one]
  map_mul' a b := by
    have h : squareMat (a * b) = squareMat a * squareMat b := by
      rcases a with i | i <;> rcases b with j | j <;> revert i j <;> decide +kernel
    rw [h, map_mul]

/-- The plane representation of the symmetry group of a square is unitary and has scalar
commutant. -/
theorem quantitative_schur_witness :
    (∀ g, (squareRep g)ᴴ * squareRep g = 1) ∧ ScalarCommutant squareRep := by
  constructor
  · intro g
    have h : (squareMat g)ᵀ * squareMat g = 1 := by
      rcases g with i | i <;> revert i <;> decide +kernel
    have hc : (squareRep g)ᴴ = (Int.castRingHom ℂ).mapMatrix (squareMat g)ᵀ := by
      ext i j
      simp [squareRep]
    rw [hc]
    change _ * (Int.castRingHom ℂ).mapMatrix (squareMat g) = 1
    rw [← map_mul, h, map_one]
  · intro A hA
    have er : squareRep (.r 1) = !![0, -1; 1, 0] := by
      have h : squareMat (.r 1) = !![0, -1; 1, 0] := by decide +kernel
      ext i j
      fin_cases i <;> fin_cases j <;> simp [squareRep, h]
    have es : squareRep (.sr 0) = !![1, 0; 0, -1] := by
      have h : squareMat (.sr 0) = !![1, 0; 0, -1] := by decide +kernel
      ext i j
      fin_cases i <;> fin_cases j <;> simp [squareRep, h]
    have h1 := hA (.r 1)
    have h2 := hA (.sr 0)
    rw [er] at h1
    rw [es] at h2
    -- the reflection kills the off-diagonal entries, the quarter turn equates the diagonal
    have t1 := congrFun (congrFun h1 0) 1
    have t2 := congrFun (congrFun h2 0) 1
    have t3 := congrFun (congrFun h2 1) 0
    rw [Matrix.mul_apply, Matrix.mul_apply, Fin.sum_univ_two, Fin.sum_univ_two] at t1 t2 t3
    change A 0 0 * (-1) + A 0 1 * 0 = 0 * A 0 1 + (-1) * A 1 1 at t1
    change A 0 0 * 0 + A 0 1 * (-1) = 1 * A 0 1 + 0 * A 1 1 at t2
    change A 1 0 * 1 + A 1 1 * 0 = 0 * A 0 0 + (-1) * A 1 0 at t3
    have d : A 1 1 = A 0 0 := by linear_combination t1
    have b : A 0 1 = 0 := by linear_combination (-1 / 2) * t2
    have c : A 1 0 = 0 := by linear_combination (1 / 2) * t3
    refine ⟨A 0 0, ?_⟩
    ext i j
    fin_cases i <;> fin_cases j <;> simp [b, c, d]

end

end QuantitativeSchur
```

```lean
#print axioms QuantitativeSchur.scalarCommutant_of_identity
-- 'QuantitativeSchur.scalarCommutant_of_identity' depends on axioms: [propext, Classical.choice, Quot.sound]
#print axioms QuantitativeSchur.approximate_symmetry
-- 'QuantitativeSchur.approximate_symmetry' depends on axioms: [propext, Classical.choice, Quot.sound]
```

## How the proof follows the algebra

`frobSq_eq_trace` turns the norm into a trace. `frobSq_commutator` expands the product with `noncomm_ring` and cycles factors with `trace_mul_comm`; `frobSq_tracelessPart` computes the norm after subtracting the trace.

In `sum_conj_eq_scalar`, `Equiv.sum_comp` with `Equiv.mulLeft k` performs the relabelling, and the trace then fixes $c$. `quantitative_schur` sums the cross terms as `h1` and `h2` and compares the results. The calculation runs in $\mathbb C$, and `Complex.ofReal_injective` brings it back to the reals.

`scalarCommutant_of_identity` proves the converse, without assuming unitarity, from the fact that a zero sum of squares has only zero terms. `approximate_symmetry` bounds the sum term by term, with zero at $g=1$.

`quantitative_schur_witness` shows that the square's representation meets both hypotheses. Its group law and orthogonality are checked on integer matrices by `decide +kernel`. For a commuting matrix, the reflection `.sr 0` removes the off-diagonal entries and the quarter turn `.r 1` equates the diagonal ones.
